# To leading order, energy and variance line searches agree for every error exactly when all states in the search direction share one gap

In variational Monte Carlo, an optimization step may fix a direction in parameter space and then choose how far to move, by minimizing either the energy or its variance. The result below says for which directions the two objectives give the same leading-order step length whatever the initial error. The gap of an excited state is its energy above the ground state. The result assumes a nondegenerate ground state and finitely many real excited-state amplitudes that are small, depend linearly on the step and are free of sampling noise.

```lean
import Mathlib

open Filter Topology

namespace EnergyVarianceMinimization

noncomputable section

variable {ι : Type*} [Fintype ι]
```

The finite type `ι` labels the excited eigenstates. A vector of real amplitudes is a function `ι → ℝ`.

## The trial state and its two errors

```lean
/-- The quadratic form `∑ w_k a_k²` in the excited-state amplitudes `a`. Weights equal to the
gaps give the leading energy error, weights equal to the squared gaps the leading variance. -/
def leadingError (w a : ι → ℝ) : ℝ := ∑ k, w k * a k ^ 2
```

This is $Q_w(a)=\sum_k w_k a_k^2$, with weights $w$ still to be chosen.

```lean
/-- Energy of the trial state with amplitude 1 on the ground state, of energy `E₀`, and
amplitudes `c_k` on orthonormal excited eigenstates of energies `E₀ + D_k`. -/
def trialEnergy (E₀ : ℝ) (D c : ι → ℝ) : ℝ :=
  (E₀ + ∑ k, (E₀ + D k) * c k ^ 2) / (1 + ∑ k, c k ^ 2)
```

The trial state is $|0\rangle+\sum_k c_k|k\rangle$, with eigenenergies $E_0$ and $E_0+D_k$. It is not normalized, so the energy is divided by $N=1+\sum_k c_k^2$. Lean receives this formula directly; no Hilbert space or Hamiltonian is constructed.

```lean
/-- Energy variance of the same trial state: the mean of the squared Hamiltonian minus the
square of the mean energy. -/
def trialVariance (E₀ : ℝ) (D c : ι → ℝ) : ℝ :=
  (E₀ ^ 2 + ∑ k, (E₀ + D k) ^ 2 * c k ^ 2) / (1 + ∑ k, c k ^ 2) - trialEnergy E₀ D c ^ 2
```

Likewise, this is $\langle H^2\rangle-\langle H\rangle^2$ with normalized averages.

```lean
/-- The step `t` minimizes the quadratic error with weights `w` along the line `c + t v`. -/
def IsLineMin (w c v : ι → ℝ) (t : ℝ) : Prop :=
  ∀ s : ℝ, leadingError w (fun k => c k + t * v k) ≤ leadingError w (fun k => c k + s * v k)
```

`IsLineMin w c v t` says that no step $s$ gives a smaller $Q_w(c+sv)$ than $t$ does. It is a comparison with all real steps, not a formula for the minimizer.

```lean
/-- The step `-(∑ w_k c_k v_k) / (∑ w_k v_k²)`, meant for a nonzero denominator. -/
def optimalStep (w c v : ι → ℝ) : ℝ := -(∑ k, w k * c k * v k) / leadingError w v
```

The candidate formula is $t_w=-\sum_k w_kc_kv_k/Q_w(v)$.

## From the exact expressions to the leading forms

```lean
/-- The energy of the trial state above the ground state is the leading energy error divided
by the squared norm of the state. -/
theorem trialEnergy_sub (E₀ : ℝ) (D c : ι → ℝ) :
    trialEnergy E₀ D c - E₀ = leadingError D c / (1 + ∑ k, c k ^ 2) := by
  have h : 0 < 1 + ∑ k, c k ^ 2 := by positivity
  have e : ∑ k, (E₀ + D k) * c k ^ 2 = E₀ * ∑ k, c k ^ 2 + leadingError D c := by
    unfold leadingError
    rw [Finset.mul_sum, ← Finset.sum_add_distrib]
    exact Finset.sum_congr rfl fun k _ => by ring
  unfold trialEnergy
  rw [e, eq_div_iff h.ne', sub_mul, div_mul_cancel₀ _ h.ne']
  ring
```

By hand, $\sum_k(E_0+D_k)c_k^2=E_0\sum_k c_k^2+Q_D(c)$, which is `e` in the proof. The numerator of the energy is therefore $E_0N+Q_D(c)$, and
$$E-E_0=\frac{Q_D(c)}{N}.$$

```lean
/-- The variance of the trial state expressed through the two quadratic forms; the ground-state
energy drops out. -/
theorem trialVariance_eq (E₀ : ℝ) (D c : ι → ℝ) :
    trialVariance E₀ D c = leadingError (fun k => D k ^ 2) c / (1 + ∑ k, c k ^ 2)
      - (leadingError D c / (1 + ∑ k, c k ^ 2)) ^ 2 := by
  have h : 0 < 1 + ∑ k, c k ^ 2 := by positivity
  have e : ∑ k, (E₀ + D k) ^ 2 * c k ^ 2 = E₀ ^ 2 * ∑ k, c k ^ 2
      + 2 * E₀ * leadingError D c + leadingError (fun k => D k ^ 2) c := by
    unfold leadingError
    rw [Finset.mul_sum, Finset.mul_sum, ← Finset.sum_add_distrib, ← Finset.sum_add_distrib]
    exact Finset.sum_congr rfl fun k _ => by ring
  -- the second moment of the Hamiltonian
  have h2 : (E₀ ^ 2 + ∑ k, (E₀ + D k) ^ 2 * c k ^ 2) / (1 + ∑ k, c k ^ 2)
      = E₀ ^ 2 + 2 * E₀ * (leadingError D c / (1 + ∑ k, c k ^ 2))
        + leadingError (fun k => D k ^ 2) c / (1 + ∑ k, c k ^ 2) := by
    have p := div_mul_cancel₀ (leadingError D c) h.ne'
    have q := div_mul_cancel₀ (leadingError (fun k => D k ^ 2) c) h.ne'
    rw [e, div_eq_iff h.ne']
    linear_combination (-2 * E₀) * p - q
  have hE : trialEnergy E₀ D c = E₀ + leadingError D c / (1 + ∑ k, c k ^ 2) := by
    linarith [trialEnergy_sub E₀ D c]
  unfold trialVariance
  rw [h2, hE]
  ring
```

Expanding $(E_0+D_k)^2$ gives the second moment, `h2`:
$$\langle H^2\rangle=E_0^2+2E_0\frac{Q_D(c)}{N}+\frac{Q_{D^2}(c)}{N}.$$
Subtracting $(E_0+Q_D(c)/N)^2$ leaves
$$\sigma^2=\frac{Q_{D^2}(c)}{N}-\left(\frac{Q_D(c)}{N}\right)^2.$$

```lean
/-- When all errors are scaled by `ε`, the energy error and the variance, each divided by `ε²`,
tend to `∑ D_k c_k²` and `∑ D_k² c_k²` as `ε` goes to zero. -/
theorem leading_order (E₀ : ℝ) (D c : ι → ℝ) :
    Tendsto (fun ε : ℝ => (trialEnergy E₀ D (fun k => ε * c k) - E₀) / ε ^ 2)
      (𝓝[≠] 0) (𝓝 (leadingError D c)) ∧
    Tendsto (fun ε : ℝ => trialVariance E₀ D (fun k => ε * c k) / ε ^ 2)
      (𝓝[≠] 0) (𝓝 (leadingError (fun k => D k ^ 2) c)) := by
  have sc : ∀ (w : ι → ℝ) (ε : ℝ),
      leadingError w (fun k => ε * c k) = ε ^ 2 * leadingError w c := by
    intro w ε
    unfold leadingError
    rw [Finset.mul_sum]
    exact Finset.sum_congr rfl fun k _ => by ring
  have sn : ∀ ε : ℝ, ∑ k, (ε * c k) ^ 2 = ε ^ 2 * ∑ k, c k ^ 2 := by
    intro ε
    rw [Finset.mul_sum]
    exact Finset.sum_congr rfl fun k _ => by ring
  -- both scaled quantities have the form A / N - ε² (B / N)² with N → 1
  have lim : ∀ A B : ℝ, Tendsto (fun ε : ℝ => A / (1 + ε ^ 2 * ∑ k, c k ^ 2)
      - ε ^ 2 * (B / (1 + ε ^ 2 * ∑ k, c k ^ 2)) ^ 2) (𝓝[≠] 0) (𝓝 A) := by
    intro A B
    have hN : ∀ ε : ℝ, 1 + ε ^ 2 * ∑ k, c k ^ 2 ≠ 0 := fun ε => by positivity
    have hd : Continuous (fun ε : ℝ => 1 + ε ^ 2 * ∑ k, c k ^ 2) := by fun_prop
    have hc := (continuous_const (y := A)).div hd hN |>.sub
      ((continuous_id.pow 2).mul (((continuous_const (y := B)).div hd hN).pow 2))
    have hc' : Continuous (fun ε : ℝ => A / (1 + ε ^ 2 * ∑ k, c k ^ 2)
        - ε ^ 2 * (B / (1 + ε ^ 2 * ∑ k, c k ^ 2)) ^ 2) := hc
    have h := (hc'.tendsto 0).mono_left (nhdsWithin_le_nhds (s := {(0 : ℝ)}ᶜ))
    convert h using 2
    simp
  constructor
  · refine (lim (leadingError D c) 0).congr' ?_
    filter_upwards [self_mem_nhdsWithin] with ε hε
    have hε' : ε ≠ 0 := hε
    rw [trialEnergy_sub, sc, sn, eq_div_iff (pow_ne_zero 2 hε')]
    ring
  · refine (lim (leadingError (fun k => D k ^ 2) c) (leadingError D c)).congr' ?_
    filter_upwards [self_mem_nhdsWithin] with ε hε
    have hε' : ε ≠ 0 := hε
    rw [trialVariance_eq, sc, sc, sn, eq_div_iff (pow_ne_zero 2 hε')]
    ring
```

Replace $c$ by $\varepsilon c$. Both forms gain a factor $\varepsilon^2$ (`sc`), and the norm becomes $N_\varepsilon=1+\varepsilon^2\sum_k c_k^2$ (`sn`). Hence
$$\frac{E-E_0}{\varepsilon^2}=\frac{Q_D(c)}{N_\varepsilon},\qquad \frac{\sigma^2}{\varepsilon^2}=\frac{Q_{D^2}(c)}{N_\varepsilon}-\varepsilon^2\left(\frac{Q_D(c)}{N_\varepsilon}\right)^2.$$
As $\varepsilon\to0$ these tend to $Q_D(c)$ and $Q_{D^2}(c)$. The notation `𝓝[≠] 0` means that $\varepsilon$ approaches zero without equalling it, and `lim` obtains both limits from continuity. From here on, the minimizers are those of the leading forms, not of the full energy and variance.

## One minimizer on each line

```lean
/-- For positive weights and a nonzero direction the quadratic form has positive curvature. -/
theorem curvature_pos {w v : ι → ℝ} (hw : ∀ k, 0 < w k) (hv : v ≠ 0) :
    0 < leadingError w v := by
  obtain ⟨j, hj⟩ := Function.ne_iff.mp hv
  have hj' : v j ≠ 0 := hj
  have hwj := hw j
  exact Finset.sum_pos' (fun k _ => mul_nonneg (hw k).le (sq_nonneg _))
    ⟨j, Finset.mem_univ j, by positivity⟩
```

Some $v_j\neq0$ contributes $w_jv_j^2>0$, and no other term is negative, so $Q_w(v)>0$.

```lean
/-- For positive weights and a nonzero direction, a step minimizes the quadratic error along the
line exactly when it equals `optimalStep`. -/
theorem isLineMin_iff {w v : ι → ℝ} (hw : ∀ k, 0 < w k) (hv : v ≠ 0) (c : ι → ℝ) (t : ℝ) :
    IsLineMin w c v t ↔ t = optimalStep w c v := by
  have hA := curvature_pos hw hv
  have line : ∀ s : ℝ, leadingError w (fun k => c k + s * v k)
      = leadingError w c + 2 * s * (∑ k, w k * c k * v k) + s ^ 2 * leadingError w v := by
    intro s
    simp only [leadingError, Finset.mul_sum, ← Finset.sum_add_distrib]
    exact Finset.sum_congr rfl fun k _ => by ring
  have hq : optimalStep w c v * leadingError w v = -(∑ k, w k * c k * v k) :=
    div_mul_cancel₀ _ hA.ne'
  -- complete the square around the optimal step
  have square : ∀ s : ℝ, leadingError w (fun k => c k + s * v k)
      = leadingError w (fun k => c k + optimalStep w c v * v k)
        + leadingError w v * (s - optimalStep w c v) ^ 2 := by
    intro s
    rw [line s, line (optimalStep w c v)]
    linear_combination 2 * (s - optimalStep w c v) * hq
  constructor
  · intro h
    by_contra hne
    have hne' := sub_ne_zero.mpr hne
    have hpos : 0 < leadingError w v * (t - optimalStep w c v) ^ 2 := by positivity
    linarith [h (optimalStep w c v), square t]
  · rintro rfl s
    linarith [square s, mul_nonneg hA.le (sq_nonneg (s - optimalStep w c v))]
```

With $b=\sum_k w_kc_kv_k$, expansion (`line`) and completion of the square (`square`) give
$$Q_w(c+sv)=Q_w(c)+2sb+s^2Q_w(v)=Q_w(c+t_wv)+Q_w(v)(s-t_w)^2.$$
The last term is positive unless $s=t_w$, so $t_w$ is the only minimizer. In Lean, `linear_combination` verifies the algebra and `linarith` draws the inequalities.

## When the two steps coincide

```lean
/-- For positive gaps and a nonzero direction, the leading energy error and the leading variance
each have a unique minimizer along the line. The minimizers agree for every error vector `c` if
and only if all states with a nonzero component of `v` have the same gap. -/
theorem energy_variance_minimizers {D v : ι → ℝ} (hD : ∀ k, 0 < D k) (hv : v ≠ 0) :
    (∀ c, ∃! t, IsLineMin D c v t) ∧
    (∀ c, ∃! t, IsLineMin (fun k => D k ^ 2) c v t) ∧
    ((∀ c t, IsLineMin D c v t ↔ IsLineMin (fun k => D k ^ 2) c v t) ↔
      ∀ j k, v j ≠ 0 → v k ≠ 0 → D j = D k) := by
  classical
  have hD2 : ∀ k, 0 < (fun k => D k ^ 2) k := fun k => pow_pos (hD k) 2
  have hA := curvature_pos hD hv
  have hB := curvature_pos hD2 hv
  refine ⟨fun c => ⟨_, (isLineMin_iff hD hv c _).2 rfl, fun t => (isLineMin_iff hD hv c t).1⟩,
    fun c => ⟨_, (isLineMin_iff hD2 hv c _).2 rfl, fun t => (isLineMin_iff hD2 hv c t).1⟩,
    ?_, ?_⟩
  · intro h
    -- an error in the single state j fixes its gap as the ratio of the curvatures
    have key : ∀ j, v j ≠ 0 →
        D j * leadingError D v = leadingError (fun k => D k ^ 2) v := by
      intro j hj
      have hs : ∀ w : ι → ℝ,
          ∑ k, w k * (if k = j then (1 : ℝ) else 0) * v k = w j * v j := fun w => by simp
      have e := (isLineMin_iff hD2 hv _ _).1
        ((h (fun k => if k = j then (1 : ℝ) else 0) _).1 ((isLineMin_iff hD hv _ _).2 rfl))
      have s1 := hs D
      have s2 := hs (fun k => D k ^ 2)
      simp only [optimalStep] at e s1 s2
      rw [s1, s2, div_eq_div_iff hA.ne' hB.ne'] at e
      apply mul_left_cancel₀ (mul_ne_zero (hD j).ne' hj)
      linear_combination e
    exact fun j k hj hk => mul_right_cancel₀ hA.ne' ((key j hj).trans (key k hk).symm)
  · intro h c t
    obtain ⟨j, hj⟩ := Function.ne_iff.mp hv
    have hj' : v j ≠ 0 := hj
    -- the common gap factors out of both sums
    have fac : ∀ a : ι → ℝ, ∑ k, D k ^ 2 * a k * v k = D j * ∑ k, D k * a k * v k := by
      intro a
      rw [Finset.mul_sum]
      refine Finset.sum_congr rfl fun k _ => ?_
      by_cases hk : v k = 0
      · simp [hk]
      · rw [h k j hk hj']
        ring
    have curv : leadingError (fun k => D k ^ 2) v = D j * leadingError D v := by
      have f := fac v
      simp only [mul_assoc, ← pow_two] at f
      exact f
    have same : optimalStep D c v = optimalStep (fun k => D k ^ 2) c v := by
      simp only [optimalStep]
      rw [fac c, curv, div_eq_div_iff hA.ne' (mul_pos (hD j) hA).ne']
      ring
    rw [isLineMin_iff hD hv, isLineMin_iff hD2 hv, same]
```

The hypothesis `hD` places every listed state strictly above the ground state; excited states may be degenerate with each other. The symbol `∃!` means "there is exactly one". The first two claims follow from the preceding theorem with $w=D$ and $w=D^2$. The third says that the two criteria have the same minimizer for all $c$ if and only if $D_j=D_k$ whenever $v_j$ and $v_k$ are both nonzero.

Suppose the minimizers always agree. For $v_j\neq0$, take an error of 1 in state $j$ alone. Then
$$-\frac{D_jv_j}{Q_D(v)}=-\frac{D_j^2v_j}{Q_{D^2}(v)},\qquad\text{so}\qquad D_j=\frac{Q_{D^2}(v)}{Q_D(v)}.$$
The right-hand side does not depend on $j$. This is `key`.

Conversely, let $D_k=\Delta$ wherever $v_k\neq0$. Then $\sum_k D_k^2c_kv_k=\Delta\sum_k D_kc_kv_k$ (`fac`) and $Q_{D^2}(v)=\Delta\,Q_D(v)$ (`curv`). The factor $\Delta$ cancels from the quotient, so the steps are equal (`same`).

## A disagreement and an agreement

```lean
/-- With gaps 1 and 2, direction (1, 1) and errors (1, 0), the optimal step is -1/3 for the
leading energy error and -1/5 for the leading variance. -/
theorem two_state_steps :
    optimalStep ![1, 2] ![1, 0] ![1, 1] = -1 / 3 ∧
    optimalStep (fun k => (![1, 2] : Fin 2 → ℝ) k ^ 2) ![1, 0] ![1, 1] = -1 / 5 := by
  constructor <;> norm_num [optimalStep, leadingError, Fin.sum_univ_two]
```

Here `![1, 2]` is the vector $(1,2)$. The energy step is $-1/(1+2)=-1/3$ and the variance step is $-1/(1+4)=-1/5$. An amplitude of 1 is not small, but $t_w$ is linear in $c$: for errors $(\varepsilon,0)$ the steps are $-\varepsilon/3$ and $-\varepsilon/5$, in the same ratio.

```lean
/-- If the line reaches the exact ground state at step `s`, then for positive weights and a
nonzero direction the optimal step is `s`. -/
theorem optimalStep_of_exact {w v : ι → ℝ} (hw : ∀ k, 0 < w k) (hv : v ≠ 0) (s : ℝ) :
    optimalStep w (fun k => -(s * v k)) v = s := by
  refine ((isLineMin_iff hw hv _ s).1 fun r => ?_).symm
  have h0 : leadingError w (fun k => -(s * v k) + s * v k) = 0 := by simp [leadingError]
  rw [h0]
  exact Finset.sum_nonneg fun k _ => mul_nonneg (hw k).le (sq_nonneg _)

end

end EnergyVarianceMinimization
```

If $c=-sv$, step $s$ removes every error and $Q_w$ reaches zero, its lowest possible value. Taking $w=D$ and $w=D^2$ shows that both criteria then select $s$, even with unequal gaps. Agreement for one particular $c$ therefore does not force the gaps to be equal.

```lean
#print axioms EnergyVarianceMinimization.leading_order
#print axioms EnergyVarianceMinimization.energy_variance_minimizers
#print axioms EnergyVarianceMinimization.two_state_steps
#print axioms EnergyVarianceMinimization.optimalStep_of_exact
```

```
'EnergyVarianceMinimization.leading_order' depends on axioms: [propext, Classical.choice, Quot.sound]
'EnergyVarianceMinimization.energy_variance_minimizers' depends on axioms: [propext, Classical.choice, Quot.sound]
'EnergyVarianceMinimization.two_state_steps' depends on axioms: [propext, Classical.choice, Quot.sound]
'EnergyVarianceMinimization.optimalStep_of_exact' depends on axioms: [propext, Classical.choice, Quot.sound]
```
